# Quadrature of $gx^2$ with $n$ Gauss points, $g\ge 0$, raises no level of $K+gx^2$ in a basis of $n$ polynomials of degree below $n$

## Can the grid push an oscillator level up?

I diagonalise a one-particle Hamiltonian with harmonic confinement in $n$ polynomials $f_i$ of degree below $n$, and I evaluate the potential on an $n$-point Gauss grid. The product $x^2f_if_j$ can reach degree $2n$, just beyond what the rule integrates exactly. My levels come out below those from analytic integrals. Is that an accident of my basis, or can the error also go the other way?

## It cannot: the grid misses a positive semidefinite rank-one matrix

Write the Hamiltonian as $K+gx^2$ with $g\ge0$, where the matrix $K$ holds the kinetic energy and any other terms. With the same $K$ in both calculations, each grid level is at or below the exact-integral level of the same index. It also cannot fall far in the ordering: each exact level is at or below every higher-indexed grid level. With exact levels $E_k$ and grid levels $F_k$, counted from zero,

$$F_0\le E_0\le F_1\le E_1\le\cdots\le F_{n-1}\le E_{n-1}.$$

For this finite, one-coordinate model, the consequence is that a Rayleigh–Ritz upper bound obtained with exact integrals may be lost on the grid.

**The error in one matrix element.** Write $I(p)=\int_a^b w\,p\,dx$ and $G(p)=\sum_i c_i\,p(x_i)$, where $w$ is the weight function, $x_i$ are the nodes and $c_i$ the quadrature weights. Let $N(x)=\prod_i(x-x_i)$. Take $p,q$ of degree below $n$, with coefficients $p_{n-1},q_{n-1}$ of $x^{n-1}$. The coefficient of $x^{2n}$ in $x^2pq$ is $p_{n-1}q_{n-1}$, and $N^2$ is monic of degree $2n$. Therefore

$$x^2pq-p_{n-1}q_{n-1}N^2$$

has degree at most $2n-1$, and the rule integrates it exactly. Since $N$ vanishes at every node,

$$I(x^2pq)-G(x^2pq)=\kappa\,p_{n-1}q_{n-1},\qquad \kappa=I(N^2)>0.$$

Let $d_i$ be the coefficient of $x^{n-1}$ in $f_i$. The exact matrix of $x^2$ minus its grid matrix is then $\kappa\,dd^T$, with quadratic form $\kappa(d\cdot v)^2\ge0$. Its rank is one if some $d_i\neq0$. The overlaps have integrands of degree at most $2n-2$, so both calculations share one overlap matrix $S$.

**From forms to levels.** Let $A$ and $B$ have ascending levels $\alpha_l,\beta_l$ and $S$-orthonormal eigenvectors forming the columns of $U,V$. Suppose $v^TAv\le v^TBv$ whenever $v$ obeys $m$ linear constraints, and let $i+m\le j$. Look for $v=Uy=Vz$ that obeys the constraints, with $y_l=0$ for $l<i$ and $z_l=0$ for $l>j$. These are $i+(n-1-j)+m\le n-1$ conditions on $n$ unknowns, so a nonzero solution exists. Since $\sum_l y_l^2=v^TSv=\sum_l z_l^2$,

$$\alpha_i\sum_l z_l^2\le\sum_l\alpha_ly_l^2=v^TAv\le v^TBv=\sum_l\beta_lz_l^2\le\beta_j\sum_l z_l^2,$$

and hence $\alpha_i\le\beta_j$.

Taking $A$ as the grid Hamiltonian, $B$ as the exact one and $m=0$ gives $F_k\le E_k$. Exchanging them and imposing the single constraint $d\cdot v=0$, on which the two forms agree, gives $E_i\le F_j$ for $i<j$.

**Two functions on $[-1,1]$.** Take $w=1$, nodes $\pm1/\sqrt3$, quadrature weights $1$, and the orthonormal functions $f_0=1/\sqrt2$, $f_1=\sqrt{3/2}\,x$. The exact matrix of $x^2$ is $\mathrm{diag}(1/3,3/5)$; the grid gives $\mathrm{diag}(1/3,1/3)$. Here $\kappa=\int_{-1}^1(x^2-1/3)^2dx=8/45$ and $d_1^2=3/2$, whose product is the missing $4/15$. To keep the arithmetic short, take $g=1$ and a $K$ that has zero diagonal and off-diagonal elements $1/10$. This $K$ has a negative eigenvalue, so it is not a kinetic-energy matrix by itself. The levels are

$$F=(7/30,\;13/30),\qquad E=(9/30,\;19/30),$$

which interlace as they should.

## What the Lean statement says

`IsGaussRule` assumes $a<b$, a weight continuous and positive on all of $[a,b]$, and exactness below degree $2n$, the defining property of a Gauss rule. `exactInt` and `gridSum` are $I$ and $G$, `nodePoly` is $N$, and `topCoeff f` is $d$. `operatorMatrix` builds the matrix of a polynomial potential with either integration rule; the potential `1` gives the overlap.

The trial functions need not be normalised, because `IsLevels S H E` describes the generalised problem $HU=SU\,\mathrm{diag}(E)$ with $U^TSU=1$ and $E$ ascending. The main theorem, `quadrature_never_raises_levels`, takes two such lists as hypotheses. These force $K$ to be symmetric and the functions to be independent, so neither is assumed separately. The number $g\ge0$ is the strength of the confinement, $M\omega^2/2$ for an oscillator of mass $M$ and angular frequency $\omega$.

The model leaves out infinite intervals, and with them Gauss–Laguerre and Gauss–Hermite grids. It also leaves out weights that vanish at an endpoint, such as $r^2$ on $[0,b]$, or $(1-x^2)^2$ on $[-1,1]$, which arises when every trial function carries a factor $1-x^2$ to vanish at hard walls. Despite the namespace `RadialQuadrature`, a radial problem with weight $r^2$ is therefore covered on a shell $0<a\le r\le b$ whose walls do not force the trial functions to vanish, but not on a full ball. It treats only the potential $x^2$, and $K$ must not itself change between the two calculations.

```lean
import Mathlib

open Polynomial Matrix

namespace RadialQuadrature

noncomputable section

variable {n : ℕ} {w : ℝ → ℝ} {a b : ℝ} {c x : Fin n → ℝ} {f : Fin n → ℝ[X]}

/-- The exact weighted integral of a polynomial from `a` to `b`. -/
def exactInt (w : ℝ → ℝ) (a b : ℝ) (p : ℝ[X]) : ℝ := ∫ t in a..b, w t * p.eval t

/-- The grid sum of a polynomial with nodes `x` and quadrature weights `c`. -/
def gridSum (c x : Fin n → ℝ) (p : ℝ[X]) : ℝ := ∑ i, c i * p.eval (x i)

/-- An `n`-point rule that is exact below degree `2n` for a continuous positive weight
on `[a, b]`, `a < b`. -/
structure IsGaussRule (w : ℝ → ℝ) (a b : ℝ) (c x : Fin n → ℝ) : Prop where
  lt : a < b
  cont : ContinuousOn w (Set.Icc a b)
  pos : ∀ t ∈ Set.Icc a b, 0 < w t
  exact_below : ∀ p : ℝ[X], p.natDegree < 2 * n → exactInt w a b p = gridSum c x p

/-- The product of `X - x i` over the grid points, a monic polynomial that vanishes at each. -/
def nodePoly (x : Fin n → ℝ) : ℝ[X] := ∏ i, (X - C (x i))

/-- The coefficients of `x^(n-1)` in the `n` trial functions, `n ≥ 1`. -/
def topCoeff (f : Fin n → ℝ[X]) : Fin n → ℝ := fun i => (f i).coeff (n - 1)

/-- The matrix of a polynomial potential `V` in the functions `f`, with integration rule `I`. -/
def operatorMatrix (I : ℝ[X] → ℝ) (V : ℝ[X]) (f : Fin n → ℝ[X]) : Matrix (Fin n) (Fin n) ℝ :=
  Matrix.of fun i j => I (V * f i * f j)

/-- `E` lists in ascending order the levels of the Hamiltonian matrix `H` with overlap
matrix `S`; the columns of `U` are `S`-orthonormal eigenvectors. -/
def IsLevels (S H : Matrix (Fin n) (Fin n) ℝ) (E : Fin n → ℝ) : Prop :=
  Monotone E ∧ ∃ U : Matrix (Fin n) (Fin n) ℝ, Uᵀ * S * U = 1 ∧ H * U = S * U * diagonal E

/-- For a Gauss rule, whose weight is continuous and positive on `[a, b]` with `a < b`, the weighted
integral of the squared node polynomial is positive. -/
theorem nodePoly_sq_pos (hG : IsGaussRule w a b c x) : 0 < exactInt w a b (nodePoly x ^ 2) := by
  have hN : nodePoly x ≠ 0 := (monic_prod_of_monic _ _ fun i _ => monic_X_sub_C (x i)).ne_zero
  -- a nonzero polynomial cannot vanish on the whole interval
  obtain ⟨t, ht, ht0⟩ : ∃ t ∈ Set.Icc a b, (nodePoly x).eval t ≠ 0 := by
    by_contra h
    refine hN (eq_zero_of_infinite_isRoot _ ((Set.Icc_infinite hG.lt).mono fun t ht => ?_))
    exact by_contra fun h0 => h ⟨t, ht, h0⟩
  refine intervalIntegral.integral_pos hG.lt
    (hG.cont.mul (nodePoly x ^ 2).continuous.continuousOn) (fun s hs => ?_) ⟨t, ht, ?_⟩
  · rw [eval_pow]
    exact mul_nonneg (hG.pos s ⟨hs.1.le, hs.2⟩).le (sq_nonneg _)
  · rw [eval_pow]
    exact mul_pos (hG.pos t ht) (by positivity)

/-- For an `n`-point Gauss rule and `p`, `q` of degree below `n`, the exact `x²` matrix element
minus its grid value is the product of their coefficients of `x^(n-1)` times the weighted integral
of the squared node polynomial. -/
theorem quadrature_defect (hG : IsGaussRule w a b c x) {p q : ℝ[X]}
    (hp : p.natDegree < n) (hq : q.natDegree < n) :
    exactInt w a b (X ^ 2 * p * q) = gridSum c x (X ^ 2 * p * q) +
      exactInt w a b (nodePoly x ^ 2) * (p.coeff (n - 1) * q.coeff (n - 1)) := by
  have hmon : (nodePoly x).Monic := monic_prod_of_monic _ _ fun i _ => monic_X_sub_C (x i)
  have hN : (nodePoly x ^ 2).natDegree = 2 * n := by
    rw [hmon.natDegree_pow, nodePoly, natDegree_prod_of_monic _ _ fun i _ => monic_X_sub_C (x i)]
    simp
  have htop : (p * q).coeff (n - 1 + (n - 1)) = p.coeff (n - 1) * q.coeff (n - 1) :=
    coeff_mul_add_eq_of_natDegree_le (by omega) (by omega)
  have hpq := natDegree_mul_le (p := p) (q := q)
  generalize p.coeff (n - 1) * q.coeff (n - 1) = k at htop ⊢
  -- subtracting `k` times the squared node polynomial removes the term of degree `2n`
  have hdeg : (X ^ 2 * p * q - C k * nodePoly x ^ 2).natDegree ≤ 2 * n - 1 := by
    refine natDegree_le_iff_coeff_eq_zero.2 fun m hm => ?_
    obtain ⟨l, rfl⟩ : ∃ l, m = l + 2 := ⟨m - 2, by omega⟩
    rw [coeff_sub, coeff_C_mul, mul_assoc (X ^ 2), coeff_X_pow_mul]
    rcases eq_or_ne l (n - 1 + (n - 1)) with hl | hl
    · rw [show l + 2 = (nodePoly x ^ 2).natDegree by omega, (hmon.pow 2).coeff_natDegree,
        hl, htop]
      ring
    · rw [coeff_eq_zero_of_natDegree_lt (show (p * q).natDegree < l by omega),
        coeff_eq_zero_of_natDegree_lt (show (nodePoly x ^ 2).natDegree < l + 2 by omega)]
      ring
  have hi : ∀ r : ℝ[X], IntervalIntegrable (fun t => w t * r.eval t) MeasureTheory.volume a b :=
    fun r => ContinuousOn.intervalIntegrable (by
      rw [Set.uIcc_of_le hG.lt.le]
      exact hG.cont.mul r.continuous.continuousOn)
  have hex : exactInt w a b (X ^ 2 * p * q - C k * nodePoly x ^ 2) =
      exactInt w a b (X ^ 2 * p * q) - k * exactInt w a b (nodePoly x ^ 2) := by
    unfold exactInt
    rw [← intervalIntegral.integral_const_mul,
      ← intervalIntegral.integral_sub (hi _) ((hi _).const_mul _)]
    refine intervalIntegral.integral_congr fun t _ => ?_
    simp only [eval_sub, eval_mul, eval_C]
    ring
  -- the node polynomial is invisible on the grid
  have hgrid : gridSum c x (X ^ 2 * p * q - C k * nodePoly x ^ 2) =
      gridSum c x (X ^ 2 * p * q) := by
    refine Finset.sum_congr rfl fun i _ => ?_
    have h0 : (nodePoly x).eval (x i) = 0 := by
      rw [nodePoly, eval_prod]
      exact Finset.prod_eq_zero (Finset.mem_univ i) (by simp)
    simp [h0]
  have h := hG.exact_below _ (lt_of_le_of_lt hdeg (by omega))
  rw [hex, hgrid] at h
  linear_combination h

/-- For an `n`-point Gauss rule and functions of degree below `n`, the exact `x²` matrix is the grid
matrix plus a positive multiple of the dyad of the coefficients of `x^(n-1)`. -/
theorem defect_matrix (hG : IsGaussRule w a b c x) (hf : ∀ i, (f i).natDegree < n) :
    ∃ κ : ℝ, 0 < κ ∧ operatorMatrix (exactInt w a b) (X ^ 2) f =
      operatorMatrix (gridSum c x) (X ^ 2) f + κ • vecMulVec (topCoeff f) (topCoeff f) := by
  refine ⟨exactInt w a b (nodePoly x ^ 2), nodePoly_sq_pos hG, ?_⟩
  ext i j
  simp only [operatorMatrix, topCoeff, Matrix.add_apply, Matrix.smul_apply, vecMulVec_apply,
    Matrix.of_apply, smul_eq_mul]
  exact quadrature_defect hG (hf i) (hf j)

/-- Adding `κ` times the dyad of `d` to `H` adds `κ (d·v)²` to the quadratic form at `v`. -/
theorem form_add_dyad (H : Matrix (Fin n) (Fin n) ℝ) (κ : ℝ) (d v : Fin n → ℝ) :
    v ⬝ᵥ (H + κ • vecMulVec d d) *ᵥ v = v ⬝ᵥ H *ᵥ v + κ * (d ⬝ᵥ v) ^ 2 := by
  have h : (κ • vecMulVec d d) *ᵥ v = (κ * (d ⬝ᵥ v)) • d := by
    ext i
    simp only [Matrix.mulVec, dotProduct, Matrix.smul_apply, vecMulVec_apply, Pi.smul_apply,
      smul_eq_mul, Finset.mul_sum, Finset.sum_mul]
    exact Finset.sum_congr rfl fun _ _ => by ring
  rw [Matrix.add_mulVec, dotProduct_add, h, dotProduct_smul, dotProduct_comm v d, smul_eq_mul]
  ring

/-- For an `n`-point Gauss rule and functions of degree below `n`, at least one of them of degree
exactly `n-1`, the exact `x²` matrix minus its grid matrix is positive semidefinite of rank one. -/
theorem defect_posSemidef_rank_one (hG : IsGaussRule w a b c x)
    (hf : ∀ i, (f i).natDegree < n) {i : Fin n} (hi : topCoeff f i ≠ 0) :
    let D := operatorMatrix (exactInt w a b) (X ^ 2) f - operatorMatrix (gridSum c x) (X ^ 2) f
    D.PosSemidef ∧ D.rank = 1 := by
  intro D
  obtain ⟨κ, hκ, h⟩ := defect_matrix hG hf
  have hD : D = κ • vecMulVec (topCoeff f) (topCoeff f) := sub_eq_of_eq_add' h
  rw [hD]
  generalize topCoeff f = d at hi ⊢
  have hform : ∀ v, v ⬝ᵥ (κ • vecMulVec d d) *ᵥ v = κ * (d ⬝ᵥ v) ^ 2 := fun v => by
    have h1 := form_add_dyad 0 κ d v
    rwa [zero_add, Matrix.zero_mulVec, dotProduct_zero, zero_add] at h1
  refine ⟨PosSemidef.of_dotProduct_mulVec_nonneg
    (IsHermitian.ext fun i j => by simp [vecMulVec_apply, mul_comm]) fun v => ?_,
    le_antisymm ?_ (Nat.one_le_iff_ne_zero.2 fun h0 => ?_)⟩
  · rw [star_trivial, hform]
    positivity
  · rw [show κ • vecMulVec d d = vecMulVec (κ • d) d by
      ext i j; simp [vecMulVec_apply, mul_assoc]]
    exact rank_vecMulVec_le _ _
  · -- rank zero would make the diagonal element `κ (d i)²` vanish
    have hz := LinearMap.range_eq_bot.1 (Submodule.finrank_eq_zero.1 h0)
    have hzi : (κ • vecMulVec d d) *ᵥ Pi.single i 1 = 0 := LinearMap.congr_fun hz _
    have h1 := hform (Pi.single i 1)
    rw [hzi, dotProduct_zero] at h1
    simp [hκ.ne', hi] at h1

/-- In a basis of `S`-orthonormal eigenvectors, the quadratic form of `H` is the sum of levels times
squared amplitudes. -/
theorem form_eq_sum {S H U : Matrix (Fin n) (Fin n) ℝ} {E : Fin n → ℝ} (hU : Uᵀ * S * U = 1)
    (hH : H * U = S * U * diagonal E) (y : Fin n → ℝ) :
    (U *ᵥ y) ⬝ᵥ H *ᵥ (U *ᵥ y) = ∑ l, E l * y l ^ 2 := by
  have h1 : Uᵀ * H * U = diagonal E := by
    rw [Matrix.mul_assoc, hH, ← Matrix.mul_assoc, ← Matrix.mul_assoc, hU, Matrix.one_mul]
  have h2 : (U *ᵥ y) ⬝ᵥ H *ᵥ (U *ᵥ y) = y ⬝ᵥ (Uᵀ * H * U) *ᵥ y := by
    rw [← Matrix.mulVec_mulVec, ← Matrix.mulVec_mulVec, Matrix.dotProduct_mulVec y,
      Matrix.vecMul_transpose]
  rw [h2, h1]
  simp only [dotProduct, Matrix.mulVec_diagonal]
  exact Finset.sum_congr rfl fun _ _ => by ring

/-- Let the levels of `A` and `B` be taken with the same overlap matrix `S`. If the quadratic form
of `A` is at most that of `B` on all vectors obeying `m` linear constraints, then level `i` of `A`
is at most level `j` of `B` whenever `i + m ≤ j`. -/
theorem level_comparison {m : ℕ} {S A B : Matrix (Fin n) (Fin n) ℝ} {E F : Fin n → ℝ}
    (hA : IsLevels S A E) (hB : IsLevels S B F) (D : Matrix (Fin m) (Fin n) ℝ)
    (h : ∀ v, D *ᵥ v = 0 → v ⬝ᵥ A *ᵥ v ≤ v ⬝ᵥ B *ᵥ v) {i j : Fin n}
    (hij : (i : ℕ) + m ≤ j) : E i ≤ F j := by
  obtain ⟨hE, U, hU, hAU⟩ := hA
  obtain ⟨hF, V, hV, hBV⟩ := hB
  -- fewer than `n` linear conditions leave a nonzero trial vector
  let L : (Fin n → ℝ) →ₗ[ℝ] (Fin (i : ℕ) → ℝ) × (Fin (n - 1 - j) → ℝ) × (Fin m → ℝ) :=
    (LinearMap.funLeft ℝ ℝ (fun l : Fin (i : ℕ) => (⟨l, l.2.trans i.2⟩ : Fin n)) ∘ₗ
      (Uᵀ * S * V).mulVecLin).prod
    ((LinearMap.funLeft ℝ ℝ (fun l : Fin (n - 1 - j) =>
      (⟨j + 1 + l, by have := l.2; omega⟩ : Fin n))).prod (D.mulVecLin ∘ₗ V.mulVecLin))
  obtain ⟨z, hz, hz0⟩ : ∃ z, L z = 0 ∧ z ≠ 0 := by
    by_contra hcon
    have h1 := LinearMap.finrank_le_finrank_of_injective ((injective_iff_map_eq_zero L).2
      fun z hz => by_contra fun h0 => hcon ⟨z, hz, h0⟩)
    simp only [Module.finrank_prod, Module.finrank_fin_fun] at h1
    have := j.2
    omega
  obtain ⟨y, hy⟩ : ∃ y, y = (Uᵀ * S * V) *ᵥ z := ⟨_, rfl⟩
  have hy0 : ∀ l : Fin n, l < i → y l = 0 := fun l hl => by
    rw [hy]
    exact congrFun (congrArg Prod.fst hz) ⟨l, hl⟩
  have hzj : ∀ l : Fin n, j < l → z l = 0 := fun l hl => by
    have hl' : (j : ℕ) + 1 ≤ l := hl
    have e : (⟨j + 1 + (l - (j + 1)), by omega⟩ : Fin n) = l := Fin.ext (Nat.add_sub_of_le hl')
    rw [← e]
    exact congrFun (congrArg (fun p => p.2.1) hz) ⟨l - (j + 1), by omega⟩
  have hUy : U *ᵥ y = V *ᵥ z := by
    rw [hy, Matrix.mulVec_mulVec, ← Matrix.mul_assoc, mul_eq_one_comm.1 hU, Matrix.one_mul]
  have hnorm : ∑ l, y l ^ 2 = ∑ l, z l ^ 2 := by
    have h1 := form_eq_sum (H := S) (E := fun _ => 1) hU (by simp) y
    rw [hUy, form_eq_sum (H := S) (E := fun _ => 1) hV (by simp) z] at h1
    simpa using h1.symm
  have hpos : 0 < ∑ l, z l ^ 2 := by
    obtain ⟨l, hl⟩ := Function.ne_iff.1 hz0
    have hl' : z l ≠ 0 := hl
    exact Finset.sum_pos' (fun _ _ => sq_nonneg _) ⟨l, Finset.mem_univ l, by positivity⟩
  have hmid := h (V *ᵥ z) (congrArg (fun p => p.2.2) hz)
  rw [form_eq_sum hV hBV, ← hUy, form_eq_sum hU hAU] at hmid
  refine le_of_mul_le_mul_right ?_ hpos
  calc E i * ∑ l, z l ^ 2 = ∑ l, E i * y l ^ 2 := by rw [← hnorm, Finset.mul_sum]
    _ ≤ ∑ l, E l * y l ^ 2 := Finset.sum_le_sum fun l _ => by
        rcases lt_or_ge l i with hl | hl
        · simp [hy0 l hl]
        · exact mul_le_mul_of_nonneg_right (hE hl) (sq_nonneg _)
    _ ≤ ∑ l, F l * z l ^ 2 := hmid
    _ ≤ ∑ l, F j * z l ^ 2 := Finset.sum_le_sum fun l _ => by
        rcases lt_or_ge j l with hl | hl
        · simp [hzj l hl]
        · exact mul_le_mul_of_nonneg_right (hF hl) (sq_nonneg _)
    _ = F j * ∑ l, z l ^ 2 := by rw [Finset.mul_sum]

/-- The overlap matrix of functions of degree below `n` is exact on an `n`-point Gauss grid. -/
theorem overlap_exact (hG : IsGaussRule w a b c x) (hf : ∀ i, (f i).natDegree < n) :
    operatorMatrix (exactInt w a b) 1 f = operatorMatrix (gridSum c x) 1 f := by
  ext i j
  simp only [operatorMatrix, Matrix.of_apply, one_mul]
  have h1 := natDegree_mul_le (p := f i) (q := f j)
  have h2 := hf i
  have h3 := hf j
  exact hG.exact_below _ (by omega)

/-- For `g ≥ 0` and trial functions of degree below `n`, evaluating `x²` and the overlap by
`n`-point Gauss quadrature, with `K` unchanged, raises no level of `K + g x²`; moreover each exact
level is at most every higher-indexed grid level. -/
theorem quadrature_never_raises_levels (hG : IsGaussRule w a b c x)
    (hf : ∀ i, (f i).natDegree < n) (K : Matrix (Fin n) (Fin n) ℝ) {g : ℝ} (hg : 0 ≤ g)
    {E F : Fin n → ℝ}
    (hE : IsLevels (operatorMatrix (exactInt w a b) 1 f)
      (K + g • operatorMatrix (exactInt w a b) (X ^ 2) f) E)
    (hF : IsLevels (operatorMatrix (gridSum c x) 1 f)
      (K + g • operatorMatrix (gridSum c x) (X ^ 2) f) F) :
    (∀ k, F k ≤ E k) ∧ ∀ i j, i < j → E i ≤ F j := by
  obtain ⟨κ, hκ, h⟩ := defect_matrix hG hf
  rw [← overlap_exact hG hf] at hF
  rw [h, smul_add, smul_smul, ← add_assoc] at hE
  constructor
  · intro k
    refine level_comparison hF hE (0 : Matrix (Fin 0) (Fin n) ℝ) (fun v _ => ?_) le_rfl
    rw [form_add_dyad]
    exact le_add_of_nonneg_right (by positivity)
  · -- the two forms agree where the coefficient of `x^(n-1)` vanishes
    intro i j hij
    refine level_comparison hE hF (Matrix.of fun (_ : Fin 1) l => topCoeff f l)
      (fun v hv => ?_) (Nat.succ_le_of_lt hij)
    have h0 : topCoeff f ⬝ᵥ v = 0 := congrFun hv 0
    rw [form_add_dyad, h0]
    simp

end

end RadialQuadrature
```

```lean
#print axioms RadialQuadrature.defect_posSemidef_rank_one
#print axioms RadialQuadrature.quadrature_never_raises_levels
```

```
'RadialQuadrature.defect_posSemidef_rank_one' depends on axioms: [propext, Classical.choice, Quot.sound]
'RadialQuadrature.quadrature_never_raises_levels' depends on axioms: [propext, Classical.choice, Quot.sound]
```

## How the lemmas carry the argument

`nodePoly_sq_pos` proves $\kappa>0$: a nonzero polynomial cannot vanish on the whole interval, so the nonnegative integrand is positive somewhere. In `quadrature_defect`, `hdeg` checks coefficient by coefficient that the subtraction lowers the degree, `hex` splits the integral, and `hgrid` uses the zeros of $N$. `defect_matrix` collects the elements into $\kappa\,dd^T$.

`form_add_dyad` computes the quadratic form of the added term. `defect_posSemidef_rank_one` uses it for positivity and to exclude rank zero, by testing the unit vector at an index with $d_i\ne0$; a product of a column and a row has rank at most one.

`form_eq_sum` expands a quadratic form in eigenvector amplitudes. In `level_comparison`, the linear map `L` gathers all the conditions on $z$. Were it injective, $n$ dimensions would fit into at most $n-1$, which `omega` refutes. `hnorm` equates the two norms, and the closing `calc` is the chain of inequalities above; the lemma's `E` and `F` are $\alpha$ and $\beta$.

`overlap_exact` supplies the common $S$. The main theorem then applies `level_comparison` twice, first with an empty constraint matrix and then with the single row $d$.
